# Scattering paths with a singly visited site average to zero under the CPA condition

**Q.** What does it mean, as a formula, that the sites of a random alloy are occupied independently?

**A.** An explicit product weight. The sites form a finite type `ι`, the species a finite type `S`, and a configuration $\xi$ puts species $\xi_n$ on site $n$. With $c_n(s)$ the real weight of species $s$ at site $n$, a quantity $F$ averages to $\langle F\rangle=\sum_\xi\prod_n c_n(\xi_n)\,F(\xi)$. Independence is thus assumed in the definition, which excludes short-range order. The weights need not be positive, and normalisation $\sum_s c_n(s)=1$ appears as `hc` only where used. A product measure would admit continuous disorder, at the price of integrability hypotheses.

In Lean 4 with Mathlib:

```lean
import Mathlib

open Finset

namespace CPAPathAverage

noncomputable section

variable {ι S : Type*} [Fintype ι] [DecidableEq ι] [Fintype S]

/-- Configuration average for independent sites: the configuration `ξ`, which puts species
`ξ n` on site `n`, carries the product weight `∏ n, c n (ξ n)`. -/
def configAvg (c : ι → S → ℝ) (F : (ι → S) → ℂ) : ℂ :=
  ∑ ξ : ι → S, ((∏ n, c n (ξ n) : ℝ) : ℂ) * F ξ
```

**Q.** Where is the scattering?

**A.** In complex numbers $t_n(s)$, the single-site amplitudes, taken as given. Their mean is $\langle t_n\rangle=\sum_s c_n(s)t_n(s)$ and their moments are $\langle t_n^k\rangle=\sum_s c_n(s)t_n(s)^k$, plain powers without conjugation. Physically $t_n(s)$ describes scattering by species $s$ placed at site $n$ of an effective medium, measured relative to that medium; the condition of the coherent potential approximation (CPA) is $\langle t_n\rangle=0$ at every site. A path $p=(p_1,\dots,p_L)$ is a list of sites with product $P_p(\xi)=\prod_j t_{p_j}(\xi_{p_j})$. `Hopping` says that consecutive sites differ.

```lean
/-- Single-site average `⟨t_n⟩` over the species at site `n`. -/
def siteMean (c : ι → S → ℝ) (t : ι → S → ℂ) (n : ι) : ℂ :=
  ∑ s, (c n s : ℂ) * t n s

/-- Single-site moment `⟨t_n ^ k⟩` over the species at site `n`. -/
def siteMoment (c : ι → S → ℝ) (t : ι → S → ℂ) (n : ι) (k : ℕ) : ℂ :=
  ∑ s, (c n s : ℂ) * t n s ^ k

/-- Product of the scattering amplitudes met along the path `p` in the configuration `ξ`. -/
def pathProduct (t : ι → S → ℂ) (p : List ι) (ξ : ι → S) : ℂ :=
  (p.map fun n => t n (ξ n)).prod

/-- A path in which consecutive sites are always different. -/
def Hopping : List ι → Prop
  | a :: b :: l => a ≠ b ∧ Hopping (b :: l)
  | _ => True
```

**Q.** There is no propagator in that.

**A.** In the multiple-scattering series $\sum_n t_n+\sum_{n\ne m}t_nG_{nm}t_m+\dots$ the propagator $G_{nm}$ of the effective medium does not depend on $\xi$, so for scalar amplitudes on finitely many sites each term averages to a fixed number times $\langle P_p\rangle$. The theorems treat $\langle P_p\rangle$ alone. They contain no Hamiltonian, no medium and no convergence of the series. Matrices in angular momentum do not commute in general, so the factors of a revisited site could not be collected into powers.

**Q.** Show me the factorisation.

**A.** For single-site functions $f_n$,
$$\Big\langle\prod_n f_n\Big\rangle=\sum_\xi\prod_n c_n(\xi_n)f_n(\xi_n)=\prod_n\sum_s c_n(s)f_n(s).$$
The second equality is distributivity: expanding the product of sums picks one species per site, that is, one configuration. The proof turns on `Finset.prod_univ_sum`, which performs this expansion as a sum over the choice functions in a `Fintype.piFinset`; `Fintype.piFinset_univ` identifies these with all maps `ι → S`, and `Finset.prod_mul_distrib` separates weights from values.

```lean
/-- The configuration average of a product of single-site quantities is the product of their
single-site averages. -/
theorem configAvg_prod (c : ι → S → ℝ) (f : ι → S → ℂ) :
    configAvg c (fun ξ => ∏ n, f n (ξ n)) = ∏ n, siteMean c f n := by
  unfold configAvg siteMean
  rw [Finset.prod_univ_sum, Fintype.piFinset_univ]
  refine Finset.sum_congr rfl fun ξ _ => ?_
  push_cast
  rw [Finset.prod_mul_distrib]
```

**Q.** A path can revisit a site, so its factors are not independent.

**A.** They are therefore grouped first. With $k_n$ the number of visits, `p.count n`, one has $P_p=\prod_n t_n(\xi_n)^{k_n}$. The induction prepends a site $a$, and `step` says that only the exponent at $a$ rises by one. Taking $f_n=t_n^{k_n}$ gives $\langle P_p\rangle=\prod_n\langle t_n^{k_n}\rangle$. Averaging factor by factor along the path is the slip to avoid: it puts $\langle t_n\rangle^{k_n}$ where $\langle t_n^{k_n}\rangle$ belongs. An unvisited site contributes $\langle t_n^0\rangle=\sum_s c_n(s)$, equal to $1$ under `hc`, so `Finset.prod_subset` restricts the product to `p.toFinset`.

```lean
omit [Fintype S] in
/-- The product along a path is the product over sites of `t_n` raised to the number of visits
to site `n`. -/
theorem pathProduct_eq_prod_pow (t : ι → S → ℂ) (p : List ι) (ξ : ι → S) :
    pathProduct t p ξ = ∏ n, t n (ξ n) ^ p.count n := by
  unfold pathProduct
  induction p with
  | nil => simp
  | cons a l ih =>
    -- one more step multiplies the factor of site `a` by `t_a`
    have step : ∀ n, t n (ξ n) ^ (a :: l).count n
        = t n (ξ n) ^ l.count n * (if n = a then t n (ξ n) else 1) := by
      intro n
      by_cases h : n = a
      · subst h
        simp [pow_succ]
      · simp [h, Ne.symm h]
    rw [List.map_cons, List.prod_cons, ih, Finset.prod_congr rfl fun n _ => step n,
      Finset.prod_mul_distrib, Finset.prod_ite_eq']
    simp [mul_comm]

/-- The configuration average of a path product is the product over sites of the single-site
moments whose order is the number of visits. -/
theorem configAvg_pathProduct (c : ι → S → ℝ) (t : ι → S → ℂ) (p : List ι) :
    configAvg c (pathProduct t p) = ∏ n, siteMoment c t n (p.count n) := by
  have h : pathProduct t p = fun ξ => ∏ n, (fun n s => t n s ^ p.count n) n (ξ n) :=
    funext fun ξ => pathProduct_eq_prod_pow t p ξ
  rw [h]
  exact configAvg_prod c (fun n s => t n s ^ p.count n)

/-- For normalised weights the average of a path product is the product of moments over the
visited sites only. -/
theorem configAvg_pathProduct_visited (c : ι → S → ℝ) (t : ι → S → ℂ) (p : List ι)
    (hc : ∀ n, ∑ s, c n s = 1) :
    configAvg c (pathProduct t p) = ∏ n ∈ p.toFinset, siteMoment c t n (p.count n) := by
  rw [configAvg_pathProduct]
  symm
  refine Finset.prod_subset (Finset.subset_univ _) fun n _ hn => ?_
  -- an unvisited site contributes its total weight
  have h0 : p.count n = 0 := List.count_eq_zero.mpr (by simpa using hn)
  rw [h0]
  simp only [siteMoment, pow_zero, mul_one]
  exact_mod_cast hc n
```

**Q.** And the main claim?

**A.** If $k_n=1$ (`honce`) and $\langle t_n\rangle=0$ (`hmean`) for one site $n$, the factor of $n$ is $\langle t_n^1\rangle=0$, and `Finset.prod_eq_zero` makes the whole product zero. Nothing is asked of the other sites, and normalisation is not used.

```lean
/-- If site `n` occurs exactly once on the path and `⟨t_n⟩ = 0`, the configuration average of
the path product vanishes. -/
theorem configAvg_pathProduct_eq_zero (c : ι → S → ℝ) (t : ι → S → ℂ) (p : List ι) (n : ι)
    (hmean : siteMean c t n = 0) (honce : p.count n = 1) :
    configAvg c (pathProduct t p) = 0 := by
  rw [configAvg_pathProduct]
  -- the factor of site `n` is its first moment
  refine Finset.prod_eq_zero (Finset.mem_univ n) ?_
  rw [honce]
  simpa [siteMoment, siteMean] using hmean
```

**Q.** Is that really the CPA condition, or only a consequence?

**A.** For normalised weights the two are equivalent: $\langle t_n\rangle=0$ at every site exactly when every path with a singly visited site averages to zero. The converse tests the shortest such path, $p=(n)$, whose average is $\langle t_n\rangle$. Without `hc` it fails: give site $a$ all weights zero and site $b$ a nonzero mean; every configuration then has weight zero, all averages vanish, and still $\langle t_b\rangle\ne0$. Whether a medium exists that makes the means vanish is a self-consistency question the theorem does not address.

```lean
/-- For normalised weights, all paths with a singly visited site average to zero exactly when
the CPA condition `⟨t_n⟩ = 0` holds at every site. -/
theorem cpa_iff_single_visit_vanish (c : ι → S → ℝ) (t : ι → S → ℂ)
    (hc : ∀ n, ∑ s, c n s = 1) :
    (∀ n, siteMean c t n = 0) ↔
      ∀ p : List ι, (∃ n, p.count n = 1) → configAvg c (pathProduct t p) = 0 := by
  constructor
  · rintro h p ⟨n, hn⟩
    exact configAvg_pathProduct_eq_zero c t p n (h n) hn
  · intro h n
    -- test on the path made of the single site `n`
    have h1 := h [n] ⟨n, by simp⟩
    rw [configAvg_pathProduct_visited c t _ hc] at h1
    simpa [siteMoment, siteMean] using h1
```

**Q.** How far up the series does the cancellation reach?

**A.** Through third order, for paths obeying `Hopping`. The case split lists $(a)$, $(a,b)$ and $(a,b,d)$; in the last, $b$ differs from both ends even when $d=a$, so it is visited once. The empty path is excluded by `hne`, since its product is $1$. At fourth order, for $a\ne b$ and normalised weights, $(a,b,a,b)$ has $k_a=k_b=2$ and averages to $\langle t_a^2\rangle\langle t_b^2\rangle$.

```lean
/-- If `⟨t_n⟩ = 0` at every site, each nonempty path of at most three sites with consecutive
sites different averages to zero. -/
theorem low_order_vanish (c : ι → S → ℝ) (t : ι → S → ℂ) (hmean : ∀ n, siteMean c t n = 0)
    (p : List ι) (hne : p ≠ []) (hlen : p.length ≤ 3) (hp : Hopping p) :
    configAvg c (pathProduct t p) = 0 := by
  rcases p with _ | ⟨a, _ | ⟨b, _ | ⟨d, _ | ⟨e, l⟩⟩⟩⟩
  · exact absurd rfl hne
  · exact configAvg_pathProduct_eq_zero c t _ a (hmean a) (by simp)
  · have hab : a ≠ b := hp.1
    exact configAvg_pathProduct_eq_zero c t _ b (hmean b)
      (by simp [hab, hab.symm])
  · -- the middle site differs from both ends
    have hab : a ≠ b := hp.1
    have hbd : b ≠ d := hp.2.1
    exact configAvg_pathProduct_eq_zero c t _ b (hmean b)
      (by simp [hab, hbd])
  · simp only [List.length_cons] at hlen
    omega

/-- For normalised weights and different sites `a`, `b`, the path `a, b, a, b` averages to
`⟨t_a ^ 2⟩ ⟨t_b ^ 2⟩`. -/
theorem fourth_order_path (c : ι → S → ℝ) (t : ι → S → ℂ) (hc : ∀ n, ∑ s, c n s = 1)
    (a b : ι) (hab : a ≠ b) :
    configAvg c (pathProduct t [a, b, a, b]) = siteMoment c t a 2 * siteMoment c t b 2 := by
  have hs : [a, b, a, b].toFinset = {a, b} := by
    ext n
    simp only [List.mem_toFinset, List.mem_cons, List.not_mem_nil, Finset.mem_insert,
      Finset.mem_singleton]
    tauto
  have ha : [a, b, a, b].count a = 2 := by simp [hab, hab.symm]
  have hb : [a, b, a, b].count b = 2 := by simp [hab, hab.symm]
  rw [configAvg_pathProduct_visited c t _ hc, hs, Finset.prod_pair hab, ha, hb]
```

**Q.** Could that vanish too whenever the means do?

**A.** Not in general. Take a binary alloy, `S` being `Bool`, with species A (`true`) and B (`false`), concentrations $x$ and $1-x$, $0<x<1$, and amplitudes $t_A=(1-x)\tau$, $t_B=-x\tau$ for complex $\tau\ne0$. The mean is $x(1-x)\tau-(1-x)x\tau=0$. The second moment, `hm`, is $x(1-x)^2\tau^2+(1-x)x^2\tau^2=x(1-x)\tau^2\neq0$. The theorem states positive normalised weights, zero means and, for $a\ne b$, a nonzero average on $(a,b,a,b)$, so zero means do not in general remove a path without a singly visited site.

```lean
/-- Binary alloy: concentrations `x` and `1 - x` on every site. -/
def alloyWeight (x : ℝ) : ι → Bool → ℝ := fun _ s => if s then x else 1 - x

/-- Binary alloy: amplitudes `(1 - x) τ` and `-x τ` on every site. -/
def alloyT (x : ℝ) (τ : ℂ) : ι → Bool → ℂ :=
  fun _ s => if s then (1 - x) * τ else -x * τ

/-- The binary alloy with `0 < x < 1` and `τ ≠ 0` has positive normalised weights and zero mean
amplitude at every site, while for different sites `a`, `b` the path `a, b, a, b` has a nonzero average. -/
theorem alloy_witness (x : ℝ) (hx0 : 0 < x) (hx1 : x < 1) (τ : ℂ) (hτ : τ ≠ 0)
    (a b : ι) (hab : a ≠ b) :
    (∀ (n : ι) s, 0 < alloyWeight x n s) ∧ (∀ n : ι, ∑ s, alloyWeight x n s = 1) ∧
      (∀ n : ι, siteMean (alloyWeight x) (alloyT x τ) n = 0) ∧
      configAvg (alloyWeight x) (pathProduct (alloyT x τ) [a, b, a, b]) ≠ 0 := by
  have hc : ∀ n : ι, ∑ s, alloyWeight x n s = 1 := fun n => by simp [alloyWeight]
  -- the second moment is `x (1 - x) τ²`
  have hm : ∀ n : ι, siteMoment (alloyWeight x) (alloyT x τ) n 2
      = (x : ℂ) * ((1 - x : ℝ) : ℂ) * τ ^ 2 := fun n => by
    simp [siteMoment, alloyWeight, alloyT]
    ring
  have hne : (x : ℂ) * ((1 - x : ℝ) : ℂ) * τ ^ 2 ≠ 0 :=
    mul_ne_zero (mul_ne_zero (Complex.ofReal_ne_zero.mpr hx0.ne')
      (Complex.ofReal_ne_zero.mpr (sub_pos.mpr hx1).ne')) (pow_ne_zero 2 hτ)
  refine ⟨fun n s => ?_, hc, fun n => ?_, ?_⟩
  · cases s <;> simp [alloyWeight, hx0, hx1]
  · simp [siteMean, alloyWeight, alloyT]
    ring
  · rw [fourth_order_path _ _ hc a b hab, hm, hm]
    exact mul_ne_zero hne hne

end

end CPAPathAverage
```

```lean
#print axioms CPAPathAverage.cpa_iff_single_visit_vanish
#print axioms CPAPathAverage.low_order_vanish
```

```
'CPAPathAverage.cpa_iff_single_visit_vanish' depends on axioms: [propext, Classical.choice, Quot.sound]
'CPAPathAverage.low_order_vanish' depends on axioms: [propext, Classical.choice, Quot.sound]
```

**Q.** How does this appear in a calculation?

**A.** A single-site CPA calculation for a random binary alloy with one orbital per site, where only the site energies are random, adjusts the medium at each energy until $x\,t_A+(1-x)\,t_B=0$, with $t_A$ and $t_B$ taken relative to the medium (with several orbitals the condition is a matrix equation, not treated here). This is a sum over two species instead of over all configurations; in this scalar, uncorrelated, finite model the equation removes every path with a singly visited site, while paths such as $(a,b,a,b)$ can survive. Solving it with $\tau=t_A-t_B$ returns the alloy amplitudes above.
